# A real symmetric Hamiltonian matrix in a finite non-orthogonal basis has a complete set of orthonormal orbitals

The theorem `exists_orbitals` concerns the secular equation HC = SC diag(e) in a finite basis of N functions that need not be orthogonal. Here H is a fixed real symmetric matrix, independent of the orbitals, and the overlap matrix S is real and positive definite. The theorem states that there are a square matrix C and real levels e, in non-decreasing order, which solve this equation with CᵀSC = 1, so that the columns of C are N orbitals orthonormal with respect to S. The proof diagonalises S and rescales its eigenvectors to get a matrix V with VᵀSV = 1. It then diagonalises VᵀHV by an orthogonal matrix U and takes C = VU.

The failing Lean file:

```lean
import Mathlib

open Matrix

namespace ExistsOrbitals

variable {N : ℕ} {H S C X D W : Matrix (Fin N) (Fin N) ℝ} {e : Fin N → ℝ}

/-- The columns of `C` are `S`-orthonormal orbitals that solve the secular equation
`H C = S C diag(e)`, with the levels `e` in increasing order. -/
structure IsOrbitals (H S C : Matrix (Fin N) (Fin N) ℝ) (e : Fin N → ℝ) : Prop where
  orthonormal : Cᵀ * S * C = 1
  secular : H * C = S * C * diagonal e
  ordered : Monotone e

/-- A real symmetric matrix has an orthonormal eigenbasis with ordered eigenvalues. -/
lemma exists_eigenbasis (hH : H.IsSymm) : ∃ (Q : Matrix (Fin N) (Fin N) ℝ) (a : Fin N → ℝ),
    Qᵀ * Q = 1 ∧ H * Q = Q * diagonal a ∧ Monotone a := by
  have hA : H.IsHermitian := by
    rw [Matrix.IsHermitian, conjTranspose_eq_transpose_of_trivial]
    exact hH
  let σ := Tuple.sort hA.eigenvalues
  refine ⟨Matrix.of fun i j => (hA.eigenvectorBasis (σ j)).ofLp i,
    hA.eigenvalues ∘ σ, ?_, ?_, Tuple.monotone_sort _⟩
  · ext i j
    have ho := orthonormal_iff_ite.1 hA.eigenvectorBasis.orthonormal (σ i) (σ j)
    rw [PiLp.inner_apply] at ho
    simp only [σ.injective.eq_iff] at ho
    rw [Matrix.mul_apply, Matrix.one_apply, ← ho]
    refine Finset.sum_congr rfl fun k _ => ?_
    simp [mul_comm]
  · ext i j
    rw [Matrix.mul_diagonal]
    exact (congrFun (hA.mulVec_eigenvectorBasis (σ j)) i).trans (mul_comm _ _)

/-- For symmetric `H` and positive definite overlap `S` the secular equation has a complete
set of `S`-orthonormal orbitals. -/
theorem exists_orbitals (hH : H.IsSymm) (hS : S.PosDef) : ∃ C e, IsOrbitals H S C e := by
  have hSs : S.IsSymm := by
    have h := hS.isHermitian
    rw [Matrix.IsHermitian, conjTranspose_eq_transpose_of_trivial] at h
    exact h
  obtain ⟨Q, a, hQ, hSQ, -⟩ := exists_eigenbasis hSs
  -- the eigenvalues of the overlap matrix are positive
  have hpos : ∀ i, 0 < a i := by
    intro i
    have hx : (fun k => Q k i) ≠ 0 := by
      intro h0
      have h1 := congrFun (congrFun hQ i) i
      have h2 : ∀ k, Q k i = 0 := fun k => congrFun h0 k
      simp [Matrix.mul_apply, h2] at h1
    have h := hS.dotProduct_mulVec_pos hx
    have h3 : star (fun k => Q k i) ⬝ᵥ S *ᵥ (fun k => Q k i) = (Qᵀ * (S * Q)) i i := by
      simp [Matrix.mul_apply, dotProduct, Matrix.mulVec]
    rw [h3, hSQ, ← Matrix.mul_assoc, hQ, Matrix.one_mul, diagonal_apply_eq] at h
    exact h
  have key : ∀ s t : ℝ, s ≠ 0 → s * s = t → s⁻¹ * t * s⁻¹ = 1 := by
    rintro s t hs rfl
    field_simp
  have hr : ∀ i, ∃ r : ℝ, r * a i * r = 1 := fun i =>
    ⟨_, key _ _ (Real.sqrt_pos.2 (hpos i)).ne' (Real.mul_self_sqrt (hpos i).le)⟩
  choose r hr using hr
  -- canonical orthogonalisation of the basis
  obtain ⟨V, hV⟩ : ∃ V : Matrix (Fin N) (Fin N) ℝ, Vᵀ * S * V = 1 := by
    refine ⟨Q * diagonal r, ?_⟩
    have h : (Q * diagonal r)ᵀ * S * (Q * diagonal r)
        = diagonal r * (Qᵀ * (S * Q)) * diagonal r := by
      simp only [transpose_mul, diagonal_transpose, Matrix.mul_assoc]
    rw [h, hSQ, ← Matrix.mul_assoc Qᵀ, hQ, Matrix.one_mul]
    simp only [diagonal_mul_diagonal, hr, diagonal_one]
  have hA : (Vᵀ * H * V).IsSymm := by
    unfold Matrix.IsSymm
    simp only [transpose_mul, transpose_transpose, hH.eq, Matrix.mul_assoc]
  obtain ⟨U, e, hU, hAU, he⟩ := exists_eigenbasis hA
  have h1 : (V * U)ᵀ * S * (V * U) = 1 := by
    calc (V * U)ᵀ * S * (V * U) = Uᵀ * (Vᵀ * S * V) * U := by
          simp only [transpose_mul, Matrix.mul_assoc]
      _ = 1 := by rw [hV, Matrix.mul_one, hU]
  have h2 : (V * U)ᵀ * (H * (V * U)) = diagonal e := by
    calc (V * U)ᵀ * (H * (V * U)) = Uᵀ * (Vᵀ * H * V * U) := by
          simp only [transpose_mul, Matrix.mul_assoc]
      _ = diagonal e := by rw [hAU, ← Matrix.mul_assoc, hU, Matrix.one_mul]
  have h3 : S * (V * U) * (V * U)ᵀ = 1 := by
    rw [Matrix.mul_assoc] at h1
    exact mul_eq_one_comm.1 h1
  exact ⟨V * U, e, h1, by rw [← h2, ← Matrix.mul_assoc, h3, Matrix.one_mul], he⟩

end ExistsOrbitals
```

Messages:

```
Main.lean:86:56: error: Tactic `rewrite` failed: Did not find an occurrence of the pattern
  S * (V * U) * (V * U)ᵀ
in the target expression
  H * V * U = S * (V * U) * ((V * U)ᵀ * (H * V * U))

N : ℕ
H S : Matrix (Fin N) (Fin N) ℝ
hH : H.IsSymm
hS : S.PosDef
hSs : S.IsSymm
Q : Matrix (Fin N) (Fin N) ℝ
a : Fin N → ℝ
hQ : Qᵀ * Q = 1
hSQ : S * Q = Q * diagonal a
hpos : ∀ (i : Fin N), 0 < a i
key : ∀ (s t : ℝ), s ≠ 0 → s * s = t → s⁻¹ * t * s⁻¹ = 1
r : Fin N → ℝ
hr : ∀ (i : Fin N), r i * a i * r i = 1
V : Matrix (Fin N) (Fin N) ℝ
hV : Vᵀ * S * V = 1
hA : (Vᵀ * H * V).IsSymm
U : Matrix (Fin N) (Fin N) ℝ
e : Fin N → ℝ
hU : Uᵀ * U = 1
hAU : Vᵀ * H * V * U = U * diagonal e
he : Monotone e
h1 : (V * U)ᵀ * S * (V * U) = 1
h2 : (V * U)ᵀ * (H * (V * U)) = diagonal e
h3 : S * (V * U) * (V * U)ᵀ = 1
⊢ H * V * U = S * (V * U) * ((V * U)ᵀ * (H * V * U))
```

The repair, with which the file compiles:

```diff
@@ -84,5 +84,6 @@
     rw [Matrix.mul_assoc] at h1
     exact mul_eq_one_comm.1 h1
-  exact ⟨V * U, e, h1, by rw [← h2, ← Matrix.mul_assoc, h3, Matrix.one_mul], he⟩
+  exact ⟨V * U, e, h1,
+    by rw [← h2, ← Matrix.mul_assoc (S * (V * U)) (V * U)ᵀ, h3, Matrix.one_mul], he⟩
 
 end ExistsOrbitals
```

Diagnosis. The error is in the last step, the proof of the secular equation. After `rw [← h2]` the goal is `H * (V * U) = S * (V * U) * ((V * U)ᵀ * (H * (V * U)))`. The next rewrite should move the brackets on the right so that `S * (V * U) * (V * U)ᵀ` stands together and `h3` can replace it by 1.

But `← Matrix.mul_assoc` without arguments looks for any product of the form `L * (M * N)`, and `rw` settles on the first match, here `H * (V * U)`. It turns every copy of that term into `H * V * U` and leaves the outer product on the right bracketed as before. The left side of `h3` therefore does not occur in the goal, which is what the message says.

The repair gives `Matrix.mul_assoc` its first two factors, `S * (V * U)` and `(V * U)ᵀ`. Now only the intended product matches, `h3` applies, and `Matrix.one_mul` leaves the same expression on both sides. The new line break is mere layout.
